# In a canonical ensemble of noninteracting fermions, the lower of two levels is more likely to be filled

When mean occupations at fixed particle number have been computed from a list of orbital energies, the output can be checked by sorting the levels by energy: the occupations must not rise along the list by more than rounding error, and in exact arithmetic only degenerate levels share a value. Printed values can also coincide for levels of different energy, for instance when both round to one. This check is valid for noninteracting fermions on finitely many levels, at positive temperature, with at least one particle and at least one empty level.

In the grand canonical ensemble the ordering can be read off the Fermi–Dirac function. At fixed particle number the levels are correlated, since filling one leaves fewer particles for the others, and the ordering needs an argument. The parts below build it by moving a single particle between two levels.

## Levels, configurations and probabilities

Let there be \(d\) levels, each holding at most one particle. A spatial orbital with two spin states counts as two levels, and only the total number of particles is fixed. If the numbers of spin-up and spin-down particles are fixed separately, the results apply to each spin on its own, with its own levels and particle number. In Lean the levels are the elements of a finite type `ι`, and \(d\) is `Fintype.card ι`.

```lean
import Mathlib

open Finset

namespace CanonicalOccupationOrder

noncomputable section

variable {ι : Type*} [Fintype ι] [DecidableEq ι]
```

Level \(k\) has a fixed real energy \(e_k\), given by the function `e : ι → ℝ`. A configuration is the set \(S\) of filled levels. With \(\beta = 1/(k_B T)\), its Boltzmann weight is

\[ w(S) = \exp\Big(-\beta \sum_{k\in S} e_k\Big). \]

The energy of a configuration is thus a plain sum of level energies. There is no interaction term, and the \(e_k\) do not respond to the occupations. For a self-consistent calculation, the ordering applies to the final orbital energies, provided that the occupations are the canonical ones for those energies.

```lean
/-- The Boltzmann weight of the configuration in which exactly the levels in `S` are filled. -/
def weight (β : ℝ) (e : ι → ℝ) (S : Finset ι) : ℝ :=
  Real.exp (-β * ∑ k ∈ S, e k)
```

The partition function sums the weights of all configurations with \(N\) particles, \(Z_N = \sum_{|S|=N} w(S)\). The set of these configurations is `powersetCard N univ`.

```lean
/-- The canonical partition function of `N` noninteracting fermions on the levels `ι`. -/
def partitionFn (β : ℝ) (e : ι → ℝ) (N : ℕ) : ℝ :=
  ∑ S ∈ powersetCard N (univ : Finset ι), weight β e S
```

The occupation of level \(i\) is the probability that it is filled:

\[ p_i = \frac{1}{Z_N} \sum_{|S|=N,\; i\in S} w(S). \]

It is generally fractional, although every configuration holds a whole number of particles.

```lean
/-- The probability that level `i` is occupied, at fixed particle number `N`. -/
def occupation (β : ℝ) (e : ι → ℝ) (N : ℕ) (i : ι) : ℝ :=
  (∑ S ∈ (powersetCard N (univ : Finset ι)).filter (fun S => i ∈ S), weight β e S)
    / partitionFn β e N
```

Finally, let \(q_{ij}\) be the probability that \(i\) is filled while \(j\) is empty:

\[ q_{ij} = \frac{1}{Z_N} \sum_{|S|=N,\; i\in S,\; j\notin S} w(S). \]

The order of the indices matters, and it is the same in `exclusive β e N i j`.

```lean
/-- The probability that level `i` is occupied while level `j` is empty, at fixed particle
number `N`. -/
def exclusive (β : ℝ) (e : ι → ℝ) (N : ℕ) (i j : ι) : ℝ :=
  (∑ S ∈ (powersetCard N (univ : Finset ι)).filter (fun S => i ∈ S ∧ j ∉ S), weight β e S)
    / partitionFn β e N
```

## (a) The normalisation

Show that the probabilities are well defined when the particles fit into the levels, that is, for \(N \le d\):

\[ Z_N > 0. \]

Every weight is an exponential and therefore positive. Since \(N \le d\), there is at least one set of \(N\) levels, so \(Z_N\) is a sum of positive terms with at least one term.

The Lean proof supplies these two facts to `Finset.sum_pos`. The sign of \(\beta\) plays no role here, nor in any part before (f).

```lean
omit [DecidableEq ι] in
/-- The partition function is positive when the particles fit into the levels. -/
theorem partitionFn_pos (β : ℝ) (e : ι → ℝ) {N : ℕ} (hN : N ≤ Fintype.card ι) :
    0 < partitionFn β e N := by
  unfold partitionFn
  refine Finset.sum_pos (fun S _ => Real.exp_pos _) ?_
  exact Finset.powersetCard_nonempty.2 hN
```

## (b) Moving one particle

Let \(S\) contain \(i\) but not \(j\), and let \(S' = (S\setminus\{i\})\cup\{j\}\). Show that \(S'\) has as many particles as \(S\), that \(i\) is empty in \(S'\), that moving the particle back restores \(S\), and that

\[ w(S) = e^{\beta(e_j-e_i)}\, w(S'). \]

Removing \(i\) lowers the number of particles by one, and adding \(j\), which was empty, raises it by one. Level \(i\) is empty in \(S'\) because it was removed and \(j \ne i\). Removing \(j\) from \(S'\) and adding \(i\) gives \(S\) again. For the weights,

\[ \sum_{k\in S'} e_k = \sum_{k\in S} e_k - e_i + e_j, \]

so \(w(S') = e^{-\beta(e_j-e_i)}\,w(S)\), which rearranges to the claim.

In Lean, \(S'\) is `insert j (S.erase i)`, and the theorem states the four claims as one conjunction. For the last of them, the proof splits \(e_i\) off the sum over \(S\) and \(e_j\) off the sum over \(S'\), merges the exponentials, and leaves the comparison of exponents to `ring`.

```lean
omit [Fintype ι] in
/-- Moving one particle from the filled level `i` to the empty level `j` keeps the particle
number, can be undone, and changes the weight by a Boltzmann factor of the energy difference. -/
theorem move_particle (β : ℝ) (e : ι → ℝ) {i j : ι} {S : Finset ι} (hi : i ∈ S) (hj : j ∉ S) :
    (insert j (S.erase i)).card = S.card ∧ i ∉ insert j (S.erase i) ∧
    insert i ((insert j (S.erase i)).erase j) = S ∧
    weight β e S = Real.exp (β * (e j - e i)) * weight β e (insert j (S.erase i)) := by
  have hne : i ≠ j := by
    rintro rfl
    exact hj hi
  have hj' : j ∉ S.erase i := fun h => hj (Finset.mem_of_mem_erase h)
  refine ⟨?_, ?_, ?_, ?_⟩
  · rw [Finset.card_insert_of_notMem hj', Finset.card_erase_add_one hi]
  · simp [hne]
  · rw [Finset.erase_insert hj', Finset.insert_erase hi]
  · have h1 := Finset.add_sum_erase S e hi
    unfold weight
    rw [Finset.sum_insert hj', ← h1, ← Real.exp_add]
    congr 1
    ring
```

## (c) The ratio of exclusive probabilities

Show that

\[ q_{ij} = e^{\beta(e_j-e_i)}\, q_{ji}. \]

If \(i=j\), both sides are zero. Otherwise, by part (b), the map \(S \mapsto S'\) pairs each configuration that has \(i\) filled and \(j\) empty with exactly one that has \(j\) filled and \(i\) empty. Within each pair the weights differ by the same factor, so

\[ \sum_{i\in S,\; j\notin S} w(S) = e^{\beta(e_j-e_i)} \sum_{j\in S',\; i\notin S'} w(S'), \]

where both sums run over configurations with \(N\) particles. Dividing by \(Z_N\) gives the result.

The pairing is passed to `Finset.sum_bij'`, which asks for five things: each of the two maps lands in the right set, each undoes the other, and the terms agree. All five come from `move_particle`. The theorem puts no bound on \(N\); for \(N > d\) there are no configurations, and Lean's convention \(0/0=0\) makes both sides zero.

```lean
/-- The probabilities of "`i` filled, `j` empty" and "`j` filled, `i` empty" differ by the
Boltzmann factor of the energy difference. -/
theorem exclusive_ratio (β : ℝ) (e : ι → ℝ) (N : ℕ) (i j : ι) :
    exclusive β e N i j = Real.exp (β * (e j - e i)) * exclusive β e N j i := by
  unfold exclusive
  rw [← mul_div_assoc, Finset.mul_sum]
  congr 1
  -- the particle is moved from `i` to `j`, and back for the inverse map
  refine Finset.sum_bij' (fun S _ => insert j (S.erase i)) (fun S _ => insert i (S.erase j))
    ?_ ?_ ?_ ?_ ?_
  · intro S hS
    simp only [Finset.mem_filter, Finset.mem_powersetCard_univ] at hS ⊢
    obtain ⟨hc, hi, hj⟩ := hS
    have h := move_particle β e hi hj
    exact ⟨h.1.trans hc, Finset.mem_insert_self _ _, h.2.1⟩
  · intro S hS
    simp only [Finset.mem_filter, Finset.mem_powersetCard_univ] at hS ⊢
    obtain ⟨hc, hj, hi⟩ := hS
    have h := move_particle β e hj hi
    exact ⟨h.1.trans hc, Finset.mem_insert_self _ _, h.2.1⟩
  · intro S hS
    have h := (Finset.mem_filter.1 hS).2
    exact (move_particle β e h.1 h.2).2.2.1
  · intro S hS
    have h := (Finset.mem_filter.1 hS).2
    exact (move_particle β e h.1 h.2).2.2.1
  · intro S hS
    have h := (Finset.mem_filter.1 hS).2
    exact (move_particle β e h.1 h.2).2.2.2
```

## (d) One level filled, another empty

Let \(1 \le N < d\) and \(i \ne j\). Show that

\[ q_{ij} > 0. \]

One suitable configuration is enough, since all weights are positive and \(Z_N>0\) by part (a). Fill \(i\) first. The remaining \(N-1\) particles must go into levels other than \(i\) and \(j\), of which there are \(d-2\). Since \(N \le d-1\), they fit. In the smallest case, \(d=2\) and \(N=1\), the configuration is \(\{i\}\) itself.

The Lean proof looks for a set of size \(N\) that lies between \(\{i\}\) and the set of all levels except \(j\). The lemma `Finset.exists_subsuperset_card_eq` provides it once the sizes are known to satisfy \(1 \le N \le d-1\).

```lean
/-- With at least one particle and at least one hole, any level `i` can be found filled while
another level `j` is empty, with positive probability. -/
theorem exclusive_pos (β : ℝ) (e : ι → ℝ) {N : ℕ} (h1 : 1 ≤ N) (hN : N < Fintype.card ι)
    {i j : ι} (hij : i ≠ j) : 0 < exclusive β e N i j := by
  unfold exclusive
  refine div_pos (Finset.sum_pos (fun S _ => Real.exp_pos _) ?_) (partitionFn_pos β e hN.le)
  -- a configuration that contains `i` and avoids `j`
  have hsub : ({i} : Finset ι) ⊆ univ.erase j := by
    intro k hk
    rw [Finset.mem_singleton] at hk
    subst hk
    exact Finset.mem_erase.2 ⟨hij, Finset.mem_univ _⟩
  have hcard : N ≤ ((univ : Finset ι).erase j).card := by
    rw [Finset.card_erase_of_mem (Finset.mem_univ j), Finset.card_univ]
    omega
  obtain ⟨S, hiS, hSj, hS⟩ := Finset.exists_subsuperset_card_eq hsub
    (by rw [Finset.card_singleton]; exact h1) hcard
  refine ⟨S, Finset.mem_filter.2 ⟨Finset.mem_powersetCard_univ.2 hS, ?_, ?_⟩⟩
  · exact hiS (Finset.mem_singleton_self i)
  · exact fun h => (Finset.mem_erase.1 (hSj h)).1 rfl
```

## (e) The gap between two occupations

Express the difference of two occupations through a single exclusive probability:

\[ p_i - p_j = \left(e^{\beta(e_j-e_i)} - 1\right) q_{ji}. \]

Let \(r\) be the probability that \(i\) and \(j\) are both filled. For \(i \neq j\), level \(i\) is filled either together with \(j\) or without it, and likewise for \(j\), so

\[ p_i = r + q_{ij}, \qquad p_j = r + q_{ji}. \]

Subtraction removes \(r\) and leaves \(p_i - p_j = q_{ij} - q_{ji}\). Inserting part (c) for \(q_{ij}\) gives the formula. For \(i=j\) both sides vanish.

Lean carries out the cancellation one configuration at a time. The restricted sums become sums over all configurations with `if` conditions, and `by_cases` goes through the four combinations of \(i\) and \(j\) being filled or empty. Then `exclusive_ratio` and `ring` finish the proof.

```lean
/-- The difference of two occupation probabilities is a Boltzmann factor minus one, times the
probability that `j` is filled and `i` empty. -/
theorem occupation_gap (β : ℝ) (e : ι → ℝ) (N : ℕ) (i j : ι) :
    occupation β e N i - occupation β e N j =
      (Real.exp (β * (e j - e i)) - 1) * exclusive β e N j i := by
  -- configurations containing both levels, or neither, cancel
  have h : occupation β e N i - occupation β e N j =
      exclusive β e N i j - exclusive β e N j i := by
    unfold occupation exclusive
    rw [← sub_div, ← sub_div]
    congr 1
    simp only [Finset.sum_filter]
    rw [← Finset.sum_sub_distrib, ← Finset.sum_sub_distrib]
    refine Finset.sum_congr rfl fun S _ => ?_
    by_cases hi : i ∈ S <;> by_cases hj : j ∈ S <;> simp [hi, hj]
  rw [h, exclusive_ratio β e N i j]
  ring
```

## (f) The strict ordering

Let \(\beta>0\), \(1 \le N < d\) and \(e_i < e_j\). Show that

\[ p_j < p_i. \]

Both factors in part (e) are positive. The exponent \(\beta(e_j-e_i)\) is positive, so the exponential exceeds one. The levels are distinct because their energies differ, so \(q_{ji}>0\) by part (d). Hence \(p_i - p_j > 0\).

The hypothesis `hβ : 0 < β` stands for a finite positive temperature, `h1 : 1 ≤ N` for at least one particle, and `hN : N < Fintype.card ι` for at least one empty level. Nothing is assumed about the other energies, which may be degenerate. The proof multiplies the two positive factors and uses `occupation_gap` backwards to recognise the product as the difference of occupations.

```lean
/-- At fixed particle number, with at least one particle and one hole and at positive inverse
temperature, the lower of two levels is occupied with strictly larger probability. -/
theorem occupation_strictAnti {β : ℝ} (hβ : 0 < β) (e : ι → ℝ) {N : ℕ} (h1 : 1 ≤ N)
    (hN : N < Fintype.card ι) {i j : ι} (hij : e i < e j) :
    occupation β e N j < occupation β e N i := by
  have hne : j ≠ i := by
    rintro rfl
    exact lt_irrefl _ hij
  have hexp : 1 < Real.exp (β * (e j - e i)) :=
    Real.one_lt_exp_iff.2 (mul_pos hβ (sub_pos.2 hij))
  have hpos := mul_pos (sub_pos.2 hexp) (exclusive_pos β e h1 hN hne)
  rw [← occupation_gap] at hpos
  exact sub_pos.1 hpos
```

## (g) Reading the order of the energies from the occupations

Under the same conditions on \(\beta\) and \(N\), show that the ordering can be read in both directions:

\[ p_j < p_i \iff e_i < e_j. \]

The implication from right to left is part (f). For the other one, suppose \(p_j < p_i\) and compare the energies. If \(e_i = e_j\), the first factor in part (e) is \(e^0-1=0\), so \(p_i=p_j\), a contradiction. If \(e_j < e_i\), part (f) with the levels exchanged gives \(p_i < p_j\), again a contradiction. Only \(e_i < e_j\) remains.

The Lean proof makes the same three-way comparison with `lt_trichotomy`.

```lean
/-- Under the same conditions, one level is occupied with strictly larger probability than
another exactly when its energy is strictly lower. -/
theorem occupation_lt_iff {β : ℝ} (hβ : 0 < β) (e : ι → ℝ) {N : ℕ} (h1 : 1 ≤ N)
    (hN : N < Fintype.card ι) (i j : ι) :
    occupation β e N j < occupation β e N i ↔ e i < e j := by
  refine ⟨fun h => ?_, occupation_strictAnti hβ e h1 hN⟩
  rcases lt_trichotomy (e i) (e j) with hlt | heq | hgt
  · exact hlt
  · -- degenerate levels have equal occupations
    have hgap := occupation_gap β e N i j
    rw [heq, sub_self, mul_zero, Real.exp_zero, sub_self, zero_mul] at hgap
    linarith
  · exact absurd h (lt_asymm (occupation_strictAnti hβ e h1 hN hgt))
```

## (h) The sum of the occupations

For \(N \le d\), show that

\[ \sum_i p_i = N. \]

Exchange the sum over levels with the sum over configurations:

\[ \sum_i p_i = \frac{1}{Z_N}\sum_{|S|=N} w(S) \sum_{i\in S} 1 = \frac{1}{Z_N}\sum_{|S|=N} N\,w(S) = N. \]

Each configuration is counted once for each of its \(N\) particles. In Lean, `Finset.sum_comm` exchanges the sums, after the equation has been multiplied by the partition function, which part (a) shows to be nonzero.

```lean
/-- The occupation probabilities of all levels add up to the particle number. -/
theorem sum_occupation (β : ℝ) (e : ι → ℝ) {N : ℕ} (hN : N ≤ Fintype.card ι) :
    ∑ i, occupation β e N i = N := by
  unfold occupation
  rw [← Finset.sum_div, div_eq_iff (partitionFn_pos β e hN).ne']
  simp only [Finset.sum_filter]
  rw [Finset.sum_comm, partitionFn, Finset.mul_sum]
  -- each configuration is counted once for each of its `N` particles
  refine Finset.sum_congr rfl fun S hS => ?_
  rw [← Finset.mem_powersetCard_univ.1 hS]
  simp
```

## (i) As many particles as levels

For \(N=d\), show that every level \(i\) has

\[ p_i = 1. \]

The only configuration with \(d\) particles fills all the levels. Its weight is both the numerator of \(p_i\) and the whole of \(Z_d\), so the quotient is one. The energies no longer influence the occupations, and two levels of different energy are equally filled. The strict ordering of part (f) therefore fails here, which is why that part requires an empty level.

The Lean proof replaces the set of configurations by `{univ}`, which reduces both sums to a single term.

```lean
/-- When there are as many particles as levels, every level is occupied with probability one,
whatever its energy. -/
theorem occupation_full (β : ℝ) (e : ι → ℝ) (i : ι) :
    occupation β e (Fintype.card ι) i = 1 := by
  have h : powersetCard (Fintype.card ι) (univ : Finset ι) = {univ} :=
    Finset.powersetCard_self _
  unfold occupation partitionFn
  rw [Finset.sum_filter, h, Finset.sum_singleton, Finset.sum_singleton,
    if_pos (Finset.mem_univ i)]
  exact div_self (Real.exp_pos _).ne'

end

end CanonicalOccupationOrder
```

```lean
#print axioms CanonicalOccupationOrder.occupation_strictAnti
-- 'CanonicalOccupationOrder.occupation_strictAnti' depends on axioms: [propext, Classical.choice, Quot.sound]
#print axioms CanonicalOccupationOrder.occupation_lt_iff
-- 'CanonicalOccupationOrder.occupation_lt_iff' depends on axioms: [propext, Classical.choice, Quot.sound]
#print axioms CanonicalOccupationOrder.sum_occupation
-- 'CanonicalOccupationOrder.sum_occupation' depends on axioms: [propext, Classical.choice, Quot.sound]
#print axioms CanonicalOccupationOrder.occupation_full
-- 'CanonicalOccupationOrder.occupation_full' depends on axioms: [propext, Classical.choice, Quot.sound]
```
